# A positive input intensity fixes the intensity throughout a saturable absorber

A beam enters an absorber occupying `[0, L]` with intensity `J`, and its intensity obeys `I' = -a I / (1 + I / s)`, where `a` is the small-signal absorption coefficient and `s` the saturation intensity. The theorem `beam_unique` says that, for positive `a`, `s`, `L` and `J`, any two solutions with the same input agree at every depth in `[0, L]`. The proof uses the fact that `log I + I / s + a z` keeps its input value along each beam, so at a given depth `log I + I / s` is the same for both. Since `log x + x / s` takes each value at most once on `x > 0`, and both intensities are positive, they must be equal.

The failing Lean file:

```lean
import Mathlib

open Set

namespace BeamUnique

/-- A beam of input intensity `J` in an absorber occupying `[0, L]`, with small-signal
absorption coefficient `a` and saturation intensity `s`: it obeys `I' = -a I / (1 + I / s)`.
The formula is meant for `s ≠ 0` and `I ≠ -s`. -/
structure IsBeam (a s L J : ℝ) (I : ℝ → ℝ) : Prop where
  input : I 0 = J
  absorb : ∀ z ∈ Icc 0 L,
    HasDerivWithinAt I (-a * I z / (1 + I z / s)) (Icc 0 L) z

variable {a s L J : ℝ} {I : ℝ → ℝ}

/-- For `c > 0`, the function `log x + c x` takes each value at most once on `x > 0`. -/
theorem log_add_mul_inj {c x y : ℝ} (hc : 0 < c) (hx : 0 < x) (hy : 0 < y)
    (h : Real.log x + c * x = Real.log y + c * y) : x = y := by
  rcases lt_trichotomy x y with hxy | hxy | hxy
  · linarith [Real.log_lt_log hx hxy, mul_lt_mul_of_pos_left hxy hc]
  · exact hxy
  · linarith [Real.log_lt_log hy hxy, mul_lt_mul_of_pos_left hxy hc]

/-- For positive `a`, `s` and input `J`, the intensity stays positive throughout the absorber. -/
theorem IsBeam.pos (h : IsBeam a s L J I) (ha : 0 < a) (hs : 0 < s) (hJ : 0 < J) :
    ∀ z ∈ Icc 0 L, 0 < I z := by
  by_contra hn
  push Not at hn
  obtain ⟨w, hw, hIw⟩ := hn
  have hc : ContinuousOn I (Icc 0 L) := fun z hz => (h.absorb z hz).continuousWithinAt
  -- the first point at which the intensity is not positive
  have hK : IsCompact (Icc 0 L ∩ I ⁻¹' Iic 0) :=
    isCompact_Icc.of_isClosed_subset
      (hc.preimage_isClosed_of_isClosed isClosed_Icc isClosed_Iic) inter_subset_left
  obtain ⟨x, ⟨hx, hIx⟩, hmin⟩ := hK.exists_isLeast ⟨w, hw, hIw⟩
  have hIx' : I x ≤ 0 := hIx
  have hbefore : ∀ z ∈ Ioo 0 x, 0 < I z := by
    intro z hz
    by_contra hneg
    exact absurd (hmin ⟨⟨hz.1.le, hz.2.le.trans hx.2⟩, not_lt.mp hneg⟩) (not_le_of_gt hz.2)
  -- up to there the beam decays no faster than `exp (-a z)`
  have hd : ∀ z ∈ Ioo 0 x, HasDerivAt (fun y => I y * Real.exp (a * y))
      (a * I z ^ 2 / (s + I z) * Real.exp (a * z)) z := by
    intro z hz
    have hp := hbefore z hz
    have hI := (h.absorb z ⟨hz.1.le, hz.2.le.trans hx.2⟩).hasDerivAt
      (Icc_mem_nhds hz.1 (hz.2.trans_le hx.2))
    have hl : HasDerivAt (fun y => a * y) a z :=
      ((hasDerivAt_id' z).const_mul a).congr_deriv (mul_one a)
    refine (hI.fun_mul hl.exp).congr_deriv ?_
    field_simp
    ring
  have hmono : MonotoneOn (fun y => I y * Real.exp (a * y)) (Icc 0 x) := by
    apply monotoneOn_of_deriv_nonneg (convex_Icc 0 x)
    · exact (hc.mono (Icc_subset_Icc_right hx.2)).mul (by fun_prop)
    · rw [interior_Icc]
      exact fun z hz => (hd z hz).differentiableAt.differentiableWithinAt
    · rw [interior_Icc]
      intro z hz
      have hp := hbefore z hz
      rw [(hd z hz).deriv]
      positivity
  have hfin := hmono (left_mem_Icc.2 hx.1) (right_mem_Icc.2 hx.1) hx.1
  simp only [mul_zero, Real.exp_zero, mul_one, h.input] at hfin
  have hout : I x * Real.exp (a * x) ≤ 0 :=
    mul_nonpos_iff.2 (Or.inr ⟨hIx', (Real.exp_pos _).le⟩)
  exact absurd (hfin.trans hout) (not_le_of_gt hJ)

/-- For positive `a`, `s`, `L` and `J`, the quantity `log I + I / s + a z` keeps its input
value at every depth `z` of the absorber. -/
theorem IsBeam.invariant (h : IsBeam a s L J I) (ha : 0 < a) (hs : 0 < s) (hL : 0 < L)
    (hJ : 0 < J) {z : ℝ} (hz : z ∈ Icc 0 L) :
    Real.log (I z) + I z / s + a * z = Real.log J + J / s := by
  have hd : ∀ y ∈ Icc 0 L, HasDerivWithinAt
      (fun y => Real.log (I y) + I y / s + a * y) 0 (Icc 0 L) y := by
    intro y hy
    have hp := h.pos ha hs hJ y hy
    have hI := h.absorb y hy
    have hl : HasDerivWithinAt (fun y => a * y) a (Icc 0 L) y :=
      (((hasDerivAt_id' y).const_mul a).congr_deriv (mul_one a)).hasDerivWithinAt
    refine (((hI.log hp.ne').fun_add (hI.div_const s)).fun_add hl).congr_deriv ?_
    field_simp
    ring
  have hconst := constant_of_derivWithin_zero
    (fun y hy => (hd y hy).differentiableWithinAt)
    (fun y hy => (hd y (Ico_subset_Icc_self hy)).derivWithin
      (uniqueDiffOn_Icc hL y (Ico_subset_Icc_self hy))) z hz
  simp only [h.input, mul_zero, add_zero] at hconst
  exact hconst

/-- For positive `a`, `s`, `L` and `J`, two beams with the same input agree throughout
the absorber. -/
theorem beam_unique {I₁ I₂ : ℝ → ℝ} (h₁ : IsBeam a s L J I₁) (h₂ : IsBeam a s L J I₂)
    (ha : 0 < a) (hs : 0 < s) (hL : 0 < L) (hJ : 0 < J) : EqOn I₁ I₂ (Icc 0 L) := by
  intro z hz
  refine log_add_mul_inj (inv_pos.2 hs) (h₁.pos ha hs hJ z hz) (h₂.pos ha hs hJ z hz) ?_
  linarith [h₁.invariant ha hs hL hJ hz, h₂.invariant ha hs hL hJ hz]

end BeamUnique
```

Compiling this gives:

```
Main.lean:98:2: error: linarith failed to find a contradiction
case h1
a s L J : ℝ
I₁ I₂ : ℝ → ℝ
h₁ : IsBeam a s L J I₁
h₂ : IsBeam a s L J I₂
ha : 0 < a
hs : 0 < s
hL : 0 < L
hJ : 0 < J
z : ℝ
hz : z ∈ Icc 0 L
a✝ : Real.log (I₁ z) + s⁻¹ * I₁ z < Real.log (I₂ z) + s⁻¹ * I₂ z
⊢ False
failed
```

The mended proof, as a diff:

```diff
@@ -96,4 +96,5 @@
   intro z hz
   refine log_add_mul_inj (inv_pos.2 hs) (h₁.pos ha hs hJ z hz) (h₂.pos ha hs hJ z hz) ?_
+  rw [← div_eq_inv_mul, ← div_eq_inv_mul]
   linarith [h₁.invariant ha hs hL hJ hz, h₂.invariant ha hs hL hJ hz]
 
```

The error arises in the last step, where `linarith` must derive the equality required by `log_add_mul_inj` from the two invariants. That lemma is applied with `c` equal to `s⁻¹`, so the goal contains `s⁻¹ * I₁ z` and `s⁻¹ * I₂ z`, whereas the invariants contain `I₁ z / s` and `I₂ z / s`. These are equal in pairs, but in its search `linarith` treats a quotient by the variable `s` as a single unknown, and does not identify it with the product of `s⁻¹` and the intensity. The hypotheses therefore say nothing it can use about the products in the goal, and it finds no contradiction. The message shows this for the first of the two strict inequalities it must refute to prove an equality.

The added line uses `div_eq_inv_mul` from right to left to turn the products into quotients, once for each beam. Goal and invariants then share the same terms, and subtracting one invariant from the other gives the goal.
